# The neutral Fermi level of dilute charged defects tends to the donor–acceptor crossing at low temperature

Once the formation energies of a crystal's charged defects have been computed, they can be plotted as straight lines against the Fermi level. The point where the lowest donor line (positive charge) meets the lowest acceptor line (negative charge) is then read off as an estimate of the low-temperature Fermi level. For a finite list of dilute, non-interacting defects in equilibrium at fixed atomic chemical potentials, with band carriers left out of the charge balance, that reading is exact in the limit of zero temperature.

## Defects, energies and charge

The defect species form a finite type `ι`. Each charge state of a defect counts as its own species.

```lean
import Mathlib

open Filter Topology

namespace DefectFermiPinning

noncomputable section

variable {ι : Type*} [Fintype ι]
```

Species $i$ has charge $q_i$ in units of the elementary charge, and its formation energy is linear in the Fermi level $\mu$:
$$\varepsilon_i(\mu)=E_i+q_i\mu .$$
The constant $E_i$ contains the atomic chemical potentials, which are held fixed. In Lean $q_i$ is any real number, and $\mu$ is not confined to the band gap.

```lean
/-- Formation energy of defect species `i` with charge `q i` at Fermi level `μ`. -/
def formationEnergy (E q : ι → ℝ) (μ : ℝ) (i : ι) : ℝ := E i + q i * μ
```

With $\beta=1/k_BT$ and site density $N_i$, the Boltzmann concentrations give the net charge
$$Q(\beta,\mu)=\sum_i q_iN_i\,e^{-\beta\varepsilon_i(\mu)} .$$
$N_i$ may absorb a degeneracy factor, but it does not depend on temperature. Competition for sites is neglected.

```lean
/-- Net charge density of all defects at inverse temperature `β` and Fermi level `μ`. -/
def netCharge (E q N : ι → ℝ) (β μ : ℝ) : ℝ :=
  ∑ i, q i * N i * Real.exp (-β * formationEnergy E q μ i)
```

Donors are the species with $q_i>0$.

```lean
/-- The positively charged defect species. -/
def donors (q : ι → ℝ) : Finset ι := Finset.univ.filter (fun i => 0 < q i)
```

Acceptors are those with $q_i<0$. Neutral species are allowed and contribute nothing to $Q$.

```lean
/-- The negatively charged defect species. -/
def acceptors (q : ι → ℝ) : Finset ι := Finset.univ.filter (fun i => q i < 0)
```

Write $D(\mu)$ and $A(\mu)$ for the lowest formation energy among donors and among acceptors. Both are values of `lowestEnergy`, which takes a proof that the set is nonempty because an empty set has no minimum.

```lean
/-- The lowest formation energy within a nonempty set of defect species. -/
def lowestEnergy (E q : ι → ℝ) {s : Finset ι} (hs : s.Nonempty) (μ : ℝ) : ℝ :=
  s.inf' hs (formationEnergy E q μ)
```

## One crossing

Let $\mu<\nu$, and let donor $i$ be lowest at $\nu$. Then $D(\mu)\le\varepsilon_i(\mu)<\varepsilon_i(\nu)=D(\nu)$, so $D$ rises strictly. Taking instead the acceptor that is lowest at $\mu$ shows that $A$ falls strictly. Hence they cross at most once.

For existence, donor $i$ and acceptor $j$ have equal energies at
$$m_{ij}=\frac{E_j-E_i}{q_i-q_j},$$
and the donor is the cheaper of the two below this level. For each donor $i$ let $J(i)$ be the acceptor that minimises $m_{ij}$. Choose the donor $i$ that maximises $m_{iJ(i)}$, and call this value $\mu_0$.

- For every acceptor $k$, $\mu_0\le m_{ik}$, so $\varepsilon_i(\mu_0)\le\varepsilon_k(\mu_0)$. Hence $D(\mu_0)\le A(\mu_0)$.
- For every donor $k$, $m_{kJ(k)}\le\mu_0$, so $\varepsilon_{J(k)}(\mu_0)\le\varepsilon_k(\mu_0)$. Hence $A(\mu_0)\le D(\mu_0)$.

In the proof, `up` and `down` are the two monotonicity statements, and `hmin` and `hmax` are the two extremal choices.

```lean
/-- The lowest donor and lowest acceptor formation energies coincide at exactly one
Fermi level. -/
theorem existsUnique_crossing (E : ι → ℝ) {q : ι → ℝ}
    (hD : (donors q).Nonempty) (hA : (acceptors q).Nonempty) :
    ∃! μ, lowestEnergy E q hD μ = lowestEnergy E q hA μ := by
  have pos : ∀ i ∈ donors q, 0 < q i := fun i hi => by simpa [donors] using hi
  have neg : ∀ i ∈ acceptors q, q i < 0 := fun i hi => by simpa [acceptors] using hi
  -- the donor envelope rises and the acceptor envelope falls
  have up : StrictMono (lowestEnergy E q hD) := by
    intro μ ν h
    obtain ⟨i, hi, he⟩ := Finset.exists_mem_eq_inf' hD (formationEnergy E q ν)
    have h1 : lowestEnergy E q hD μ ≤ formationEnergy E q μ i := Finset.inf'_le _ hi
    have h2 : lowestEnergy E q hD ν = formationEnergy E q ν i := he
    rw [h2]
    unfold formationEnergy at h1 ⊢
    nlinarith [mul_pos (pos i hi) (sub_pos.2 h)]
  have down : StrictAnti (lowestEnergy E q hA) := by
    intro μ ν h
    obtain ⟨i, hi, he⟩ := Finset.exists_mem_eq_inf' hA (formationEnergy E q μ)
    have h1 : lowestEnergy E q hA ν ≤ formationEnergy E q ν i := Finset.inf'_le _ hi
    have h2 : lowestEnergy E q hA μ = formationEnergy E q μ i := he
    rw [h2]
    unfold formationEnergy at h1 ⊢
    nlinarith [mul_pos (neg_pos.2 (neg i hi)) (sub_pos.2 h)]
  -- the crossing is the max over donors of the min over acceptors of pair crossings
  let m : ι → ι → ℝ := fun i j => (E j - E i) / (q i - q j)
  have h1 : ∀ i, ∃ j ∈ acceptors q, ∀ k ∈ acceptors q, m i j ≤ m i k :=
    fun i => Finset.exists_min_image _ _ hA
  choose J hJ hmin using h1
  obtain ⟨i, hi, hmax⟩ := Finset.exists_max_image (donors q) (fun i => m i (J i)) hD
  refine ⟨m i (J i), le_antisymm ?_ ?_, ?_⟩
  · refine Finset.le_inf' _ _ fun k hk => (Finset.inf'_le _ hi).trans ?_
    have h : m i (J i) ≤ (E k - E i) / (q i - q k) := hmin i k hk
    rw [le_div_iff₀ (by linarith [pos i hi, neg k hk])] at h
    unfold formationEnergy
    linarith
  · refine Finset.le_inf' _ _ fun k hk => (Finset.inf'_le _ (hJ k)).trans ?_
    have h : (E (J k) - E k) / (q k - q (J k)) ≤ m i (J i) := hmax k hk
    rw [div_le_iff₀ (by linarith [pos k hk, neg _ (hJ k)])] at h
    unfold formationEnergy
    linarith
  · intro ν hν
    have hμ : lowestEnergy E q hD (m i (J i)) = lowestEnergy E q hA (m i (J i)) := by
      refine le_antisymm ?_ ?_
      · refine Finset.le_inf' _ _ fun k hk => (Finset.inf'_le _ hi).trans ?_
        have h : m i (J i) ≤ (E k - E i) / (q i - q k) := hmin i k hk
        rw [le_div_iff₀ (by linarith [pos i hi, neg k hk])] at h
        unfold formationEnergy
        linarith
      · refine Finset.le_inf' _ _ fun k hk => (Finset.inf'_le _ (hJ k)).trans ?_
        have h : (E (J k) - E k) / (q k - q (J k)) ≤ m i (J i) := hmax k hk
        rw [div_le_iff₀ (by linarith [pos k hk, neg _ (hJ k)])] at h
        unfold formationEnergy
        linarith
    rcases lt_trichotomy ν (m i (J i)) with h | h | h
    · linarith [up h, down h]
    · exact h
    · linarith [up h, down h]
```

## How far the neutral level can stray

Suppose that at $\mu_0$ every donor costs at least $F$ and some acceptor $j$ costs at most $F$. Let $Q(\beta,\mu)\ge0$ with $x=\mu-\mu_0\ge0$, and put $K=\sum_i|q_i|N_i$.

Raising $\mu$ makes donors dearer, so each donor term is at most $|q_i|N_ie^{-\beta F}$. The remaining terms are not positive. Keeping the term of acceptor $j$ separate gives
$$|q_j|N_j\,e^{-\beta\varepsilon_j(\mu)}\le K e^{-\beta F}.$$
Since $\varepsilon_j(\mu)\le F-|q_j|x$ and $e^y\ge 1+y\ge y$,
$$e^{-\beta\varepsilon_j(\mu)}\ge e^{-\beta F}e^{\beta|q_j|x}\ge e^{-\beta F}\beta|q_j|x .$$
Combining the two and cancelling $e^{-\beta F}$,
$$x\le\frac{K}{q_j^2N_j\,\beta}.$$
If $\mu<\mu_0$ the bound is trivial, because its right side is not negative. In Lean, `hterm` bounds the individual terms, `h1` isolates acceptor $j$, and `h2` is the exponential estimate.

```lean
/-- If at level `μ0` all donors cost at least `F` and acceptor `j` at most `F`, then a
Fermi level with nonnegative net charge exceeds `μ0` by at most a constant over `β`. -/
theorem excess_bound {E q N : ι → ℝ} (hN : ∀ i, 0 < N i) {β μ μ0 F : ℝ} (hβ : 0 < β)
    (hF : ∀ i, 0 < q i → F ≤ formationEnergy E q μ0 i) {j : ι} (hj : q j < 0)
    (hjF : formationEnergy E q μ0 j ≤ F) (h : 0 ≤ netCharge E q N β μ) :
    μ - μ0 ≤ (∑ i, |q i| * N i) / (q j ^ 2 * N j) / β := by
  have hNj := hN j
  have hq0 : q j ≠ 0 := hj.ne
  have hK : 0 ≤ ∑ i, |q i| * N i :=
    Finset.sum_nonneg fun i _ => mul_nonneg (abs_nonneg _) (hN i).le
  rcases le_total μ μ0 with hle | hle
  · have : 0 ≤ (∑ i, |q i| * N i) / (q j ^ 2 * N j) / β :=
      div_nonneg (div_nonneg hK (by positivity)) hβ.le
    linarith
  -- for μ ≥ μ0 every charge term is at most the absolute value it would have at energy F
  have hterm : ∀ i, q i * N i * Real.exp (-β * formationEnergy E q μ i)
      ≤ |q i| * N i * Real.exp (-β * F) := by
    intro i
    have hNi := hN i
    rcases le_or_gt (q i) 0 with hi | hi
    · have h1 := mul_nonneg (neg_nonneg.2 hi)
        (mul_pos hNi (Real.exp_pos (-β * formationEnergy E q μ i))).le
      have h2 : 0 ≤ |q i| * N i * Real.exp (-β * F) := by positivity
      linarith
    · rw [abs_of_pos hi]
      refine mul_le_mul_of_nonneg_left (Real.exp_le_exp.2 ?_) (by positivity)
      have h1 : F ≤ formationEnergy E q μ i := by
        have h2 := hF i hi
        unfold formationEnergy at h2 ⊢
        nlinarith [mul_nonneg hi.le (sub_nonneg.2 hle)]
      nlinarith [mul_le_mul_of_nonneg_left h1 hβ.le]
  have h1 : |q j| * N j * Real.exp (-β * F)
      - q j * N j * Real.exp (-β * formationEnergy E q μ j)
      ≤ ∑ i, (|q i| * N i * Real.exp (-β * F)
        - q i * N i * Real.exp (-β * formationEnergy E q μ i)) :=
    Finset.single_le_sum (f := fun i => |q i| * N i * Real.exp (-β * F)
        - q i * N i * Real.exp (-β * formationEnergy E q μ i))
      (fun i _ => sub_nonneg.2 (hterm i)) (Finset.mem_univ j)
  rw [Finset.sum_sub_distrib, ← Finset.sum_mul] at h1
  unfold netCharge at h
  have h0 : 0 ≤ |q j| * N j * Real.exp (-β * F) := by positivity
  -- the Boltzmann factor of acceptor j is at least exp (-β F) times β |q j| (μ - μ0)
  have h2 : Real.exp (-β * F) * (β * (-q j) * (μ - μ0))
      ≤ Real.exp (-β * formationEnergy E q μ j) := by
    calc _ ≤ Real.exp (-β * F) * Real.exp (β * (-q j) * (μ - μ0)) :=
          mul_le_mul_of_nonneg_left
            (by linarith [Real.add_one_le_exp (β * (-q j) * (μ - μ0))]) (Real.exp_pos _).le
      _ = Real.exp (-β * F + β * (-q j) * (μ - μ0)) := (Real.exp_add _ _).symm
      _ ≤ _ := by
          refine Real.exp_le_exp.2 ?_
          have h3 := mul_le_mul_of_nonneg_left hjF hβ.le
          unfold formationEnergy at h3 ⊢
          linarith
  have h3 := mul_le_mul_of_nonneg_left h2 (mul_pos (neg_pos.2 hj) hNj).le
  have h4 : (μ - μ0) * (q j ^ 2 * N j * β) * Real.exp (-β * F)
      ≤ (∑ i, |q i| * N i) * Real.exp (-β * F) := by linarith
  rw [div_div, le_div_iff₀ (by positivity)]
  exact le_of_mul_le_mul_right h4 (Real.exp_pos _)
```

Reversing every $q_i$ together with $\mu$ leaves each product $q_i\mu$, and so each energy, unchanged. The net charge changes sign.

```lean
/-- Reversing all charges and the Fermi level reverses the net charge. -/
theorem netCharge_neg (E q N : ι → ℝ) (β μ : ℝ) :
    netCharge E (-q) N β (-μ) = -netCharge E q N β μ := by
  unfold netCharge formationEnergy
  rw [← Finset.sum_neg_distrib]
  refine Finset.sum_congr rfl fun i _ => ?_
  simp only [Pi.neg_apply, neg_mul_neg]
  ring
```

At the crossing, take $F=D(\mu_0)=A(\mu_0)$, with $i$ the lowest donor and $j$ the lowest acceptor there. The bound limits $\mu$ from above, and the same bound after charge reversal limits it from below. Both hold with
$$C=\max\left(\frac{K}{q_j^2N_j},\frac{K}{q_i^2N_i}\right),$$
which depends on neither $\beta$ nor $\mu$. A neutral level satisfies both conditions on the charge, so it lies within $C/\beta$ of $\mu_0$.

```lean
/-- Around a crossing `μ0` there is a window of half-width `C / β` above which the net
charge is negative and below which it is positive. -/
theorem pinning_window {E q N : ι → ℝ} (hN : ∀ i, 0 < N i)
    (hD : (donors q).Nonempty) (hA : (acceptors q).Nonempty) {μ0 : ℝ}
    (h0 : lowestEnergy E q hD μ0 = lowestEnergy E q hA μ0) :
    ∃ C : ℝ, ∀ β > 0, ∀ μ, (0 ≤ netCharge E q N β μ → μ - μ0 ≤ C / β) ∧
      (netCharge E q N β μ ≤ 0 → μ0 - μ ≤ C / β) := by
  obtain ⟨i, hi, hiF⟩ := Finset.exists_mem_eq_inf' hD (formationEnergy E q μ0)
  obtain ⟨j, hj, hjF⟩ := Finset.exists_mem_eq_inf' hA (formationEnergy E q μ0)
  have hqi : 0 < q i := by simpa [donors] using hi
  have hqj : q j < 0 := by simpa [acceptors] using hj
  have flip : ∀ k, formationEnergy E (-q) (-μ0) k = formationEnergy E q μ0 k := by
    intro k
    simp [formationEnergy]
  refine ⟨max ((∑ k, |q k| * N k) / (q j ^ 2 * N j))
    ((∑ k, |q k| * N k) / (q i ^ 2 * N i)), fun β hβ μ => ⟨fun h => ?_, fun h => ?_⟩⟩
  · refine (excess_bound hN hβ (F := lowestEnergy E q hD μ0) (fun k hk => ?_) hqj
      (h0.trans hjF).ge h).trans (div_le_div_of_nonneg_right (le_max_left _ _) hβ.le)
    exact Finset.inf'_le _ (by simpa [donors] using hk)
  · -- the other side follows by charge reversal
    have h1 := excess_bound (E := E) (q := -q) (μ := -μ) (μ0 := -μ0) (j := i) hN hβ
      (F := lowestEnergy E q hA μ0)
      (fun k hk => by
        rw [flip]
        exact Finset.inf'_le _ (by simpa [acceptors] using hk))
      (by simpa using hqi) (by rw [flip]; exact (h0.symm.trans hiF).ge)
      (by rw [netCharge_neg]; linarith)
    simp only [Pi.neg_apply, abs_neg, neg_sq] at h1
    have h2 := div_le_div_of_nonneg_right (le_max_right
      ((∑ k, |q k| * N k) / (q j ^ 2 * N j)) ((∑ k, |q k| * N k) / (q i ^ 2 * N i))) hβ.le
    linarith
```

## A neutral level at every temperature

The net charge falls strictly with the Fermi level:
$$\frac{\partial Q}{\partial\mu}=-\beta\sum_i q_i^2N_i\,e^{-\beta\varepsilon_i(\mu)}<0 .$$
Lean compares the terms at two levels instead of differentiating. By the window, $Q\le0$ at $\mu_0+C/\beta+1$ and $Q\ge0$ at $\mu_0-C/\beta-1$, so continuity supplies a zero and monotonicity makes it the only one. The neutrality assumed in the limit theorem can therefore always be met.

```lean
/-- With at least one donor and one acceptor, at every positive inverse temperature exactly one
Fermi level makes the net charge of the defects zero. -/
theorem existsUnique_neutral (E : ι → ℝ) {q N : ι → ℝ} (hN : ∀ i, 0 < N i)
    (hD : (donors q).Nonempty) (hA : (acceptors q).Nonempty) {β : ℝ} (hβ : 0 < β) :
    ∃! μ, netCharge E q N β μ = 0 := by
  have anti : StrictAnti (netCharge E q N β) := by
    intro μ ν h
    have strict : ∀ i, q i ≠ 0 → q i * N i * Real.exp (-β * formationEnergy E q ν i)
        < q i * N i * Real.exp (-β * formationEnergy E q μ i) := by
      intro i hi
      rcases lt_or_gt_of_ne hi with hq | hq
      · refine mul_lt_mul_of_neg_left (Real.exp_lt_exp.2 ?_)
          (mul_neg_of_neg_of_pos hq (hN i))
        unfold formationEnergy
        nlinarith [mul_pos (mul_pos hβ (neg_pos.2 hq)) (sub_pos.2 h)]
      · refine mul_lt_mul_of_pos_left (Real.exp_lt_exp.2 ?_) (mul_pos hq (hN i))
        unfold formationEnergy
        nlinarith [mul_pos (mul_pos hβ hq) (sub_pos.2 h)]
    obtain ⟨i, hi⟩ := hD
    have hqi : 0 < q i := by simpa [donors] using hi
    refine Finset.sum_lt_sum (fun k _ => ?_) ⟨i, Finset.mem_univ i, strict i hqi.ne'⟩
    by_cases hk : q k = 0
    · simp [hk]
    · exact (strict k hk).le
  have cont : Continuous (netCharge E q N β) := by
    unfold netCharge formationEnergy
    fun_prop
  obtain ⟨μ0, h0, -⟩ := existsUnique_crossing E hD hA
  obtain ⟨C, hC⟩ := pinning_window hN hD hA h0
  -- the charge changes sign across the window
  have hi : netCharge E q N β (μ0 + C / β + 1) ≤ 0 := by
    by_contra hc
    linarith [(hC β hβ _).1 (not_le.1 hc).le]
  have lo : 0 ≤ netCharge E q N β (μ0 - C / β - 1) := by
    by_contra hc
    linarith [(hC β hβ _).2 (not_le.1 hc).le]
  obtain ⟨μ, hμ⟩ := mem_range_of_exists_le_of_exists_ge cont ⟨_, hi⟩ ⟨_, lo⟩
  exact ⟨μ, hμ, fun ν hν => anti.injective (hν.trans hμ.symm)⟩
```

## The zero-temperature limit

Let $\mu(\beta)$ be neutral for every $\beta>0$. Then
$$|\mu(\beta)-\mu_0|\le\frac{C}{\beta}\longrightarrow0 .$$
The theorem assumes positive site densities, at least one donor and at least one acceptor. It returns a level `μ0` with two properties: the lowest energies agree at `ν` exactly when `ν = μ0`, and `μ` tends to `μ0` as its argument grows. The crossing is fixed by the $E_i$ and $q_i$ alone; the site densities affect only the approach to it. The theorem puts no condition on the sign of the formation energy at the crossing, but the dilute picture requires it to be positive: otherwise the modelled concentrations of the lowest donor and acceptor do not vanish as the temperature falls. This is pinning by bulk defects in equilibrium, and not the pinning by interface states at a metal contact.

```lean
/-- Fermi level pinning: as the temperature falls to zero, the charge-neutral Fermi level
converges to the unique crossing of the lowest donor and acceptor formation energies. -/
theorem fermi_level_pinning {E q N : ι → ℝ} (hN : ∀ i, 0 < N i)
    (hD : (donors q).Nonempty) (hA : (acceptors q).Nonempty) (μ : ℝ → ℝ)
    (hμ : ∀ β > 0, netCharge E q N β (μ β) = 0) :
    ∃ μ0, (∀ ν, lowestEnergy E q hD ν = lowestEnergy E q hA ν ↔ ν = μ0) ∧
      Tendsto μ atTop (𝓝 μ0) := by
  obtain ⟨μ0, h0, huniq⟩ := existsUnique_crossing E hD hA
  obtain ⟨C, hC⟩ := pinning_window hN hD hA h0
  refine ⟨μ0, fun ν => ⟨huniq ν, fun h => h ▸ h0⟩, ?_⟩
  rw [tendsto_iff_dist_tendsto_zero]
  have hlim : Tendsto (fun β : ℝ => C / β) atTop (𝓝 0) :=
    tendsto_const_nhds.div_atTop tendsto_id
  refine squeeze_zero' (Eventually.of_forall fun _ => dist_nonneg) ?_ hlim
  filter_upwards [eventually_gt_atTop (0 : ℝ)] with β hβ
  rw [Real.dist_eq, abs_le]
  have h1 := (hC β hβ (μ β)).1 (hμ β hβ).ge
  have h2 := (hC β hβ (μ β)).2 (hμ β hβ).le
  constructor <;> linarith
```

## One donor and one acceptor

For a donor of charge $a$ and an acceptor of charge $-b$, with $a,b>0$, neutrality reads
$$aN_d\,e^{-\beta(E_d+a\mu)}=bN_a\,e^{-\beta(E_a-b\mu)} .$$
Taking logarithms and solving for $\mu$,
$$\mu=\frac{E_a-E_d}{a+b}+\frac{1}{\beta(a+b)}\ln\frac{aN_d}{bN_a}.$$
The first term is the crossing. The second vanishes only if $aN_d=bN_a$, so the order $1/\beta$ cannot be improved in general. Lean writes the two species as vectors such as `![Ed, Ea]`, turns both sides into single exponentials and compares the exponents.

```lean
/-- For one donor of charge `a` and one acceptor of charge `-b`, the neutral Fermi level is
the crossing of their formation energies plus an explicit term proportional to `1 / β`. -/
theorem neutral_pair_iff {a b Nd Na β : ℝ} (ha : 0 < a) (hb : 0 < b) (hd : 0 < Nd)
    (hn : 0 < Na) (hβ : 0 < β) (Ed Ea μ : ℝ) :
    netCharge ![Ed, Ea] ![a, -b] ![Nd, Na] β μ = 0 ↔
      μ = (Ea - Ed) / (a + b) + Real.log (a * Nd / (b * Na)) / (β * (a + b)) := by
  have e1 : Real.exp (Real.log (a * Nd) + -β * (Ed + a * μ))
      = a * Nd * Real.exp (-β * (Ed + a * μ)) := by
    rw [Real.exp_add, Real.exp_log (by positivity)]
  have e2 : Real.exp (Real.log (b * Na) + -β * (Ea + -b * μ))
      = b * Na * Real.exp (-β * (Ea + -b * μ)) := by
    rw [Real.exp_add, Real.exp_log (by positivity)]
  have h : netCharge ![Ed, Ea] ![a, -b] ![Nd, Na] β μ
      = Real.exp (Real.log (a * Nd) + -β * (Ed + a * μ))
        - Real.exp (Real.log (b * Na) + -β * (Ea + -b * μ)) := by
    rw [e1, e2]
    simp only [netCharge, formationEnergy, Fin.sum_univ_two, Matrix.cons_val_zero,
      Matrix.cons_val_one]
    ring
  rw [h, sub_eq_zero, Real.exp_eq_exp, Real.log_div (by positivity) (by positivity)]
  generalize Real.log (a * Nd) = x
  generalize Real.log (b * Na) = y
  have hab : a + b ≠ 0 := by positivity
  have hs : (Ea - Ed) / (a + b) + (x - y) / (β * (a + b))
      = (β * (Ea - Ed) + (x - y)) / (β * (a + b)) := by
    field_simp
  rw [hs, eq_div_iff (by positivity)]
  constructor <;> intro h <;> linarith

end

end DefectFermiPinning
```

```lean
#print axioms DefectFermiPinning.existsUnique_neutral
#print axioms DefectFermiPinning.fermi_level_pinning
#print axioms DefectFermiPinning.neutral_pair_iff
```

```
'DefectFermiPinning.existsUnique_neutral' depends on axioms: [propext, Classical.choice, Quot.sound]
'DefectFermiPinning.fermi_level_pinning' depends on axioms: [propext, Classical.choice, Quot.sound]
'DefectFermiPinning.neutral_pair_iff' depends on axioms: [propext, Classical.choice, Quot.sound]
```

The same argument also covers site factors $N_i(\beta)$ that vary with temperature but stay between two fixed positive constants. The ratios in $C$ then remain bounded and the limit is unchanged, though the theorems above are stated for constant $N_i$.
